# A reaction energy error can grow while neither variational total energy rises

Take two species with Hamiltonians

\[
H_A=\begin{pmatrix}0&1&0\\1&0&0\\0&0&5\end{pmatrix},\qquad
H_B=\begin{pmatrix}0&0&1\\0&5&0\\1&0&0\end{pmatrix}
\]

in an orthonormal basis \(e_0,e_1,e_2\). With \(e_0\) alone, both energies are 0. Adding \(e_1\) lets A reach \(-1\) in the state \((e_0-e_1)/\sqrt2\), while B sees only the diagonal levels 0 and 5 and stays at 0. Adding \(e_2\) lets B reach \(-1\) in \((e_0-e_2)/\sqrt2\), and A gains nothing. The reaction energy \(E_B-E_A\) is therefore 0, 1, 0. Its full-basis value is 0, so the errors are also 0, 1, 0: the cancellation present at size one is lost at size two.

## A finite real matrix in an ordered orthonormal basis

Here a Hamiltonian \(H\) is a real symmetric \(n\times n\) matrix, although the Lean definitions accept any real square matrix, and a state is a nonzero coefficient vector \(x\). The energy \(E(k)\) is the infimum of \(x^THx/x^Tx\) over nonzero \(x\) with \(x_i=0\) for \(i\ge k\). In Lean these are `rayleigh`, `trialValues` and `energy`. `reactionError` compares \(E_B(k)-E_A(k)\) with its value at \(k=n\), so the reference is the full finite basis and not a complete-basis limit.

```lean
import Mathlib

open Matrix

namespace ReactionEnergyConvergence

noncomputable section

variable {n : ℕ}

/-- The Rayleigh quotient of the Hamiltonian `H` in the state `x`, for nonzero `x`. -/
def rayleigh (H : Matrix (Fin n) (Fin n) ℝ) (x : Fin n → ℝ) : ℝ :=
  (x ⬝ᵥ H *ᵥ x) / (x ⬝ᵥ x)

/-- The Rayleigh quotients of all nonzero states in the span of the first `k` basis vectors. -/
def trialValues (H : Matrix (Fin n) (Fin n) ℝ) (k : ℕ) : Set ℝ :=
  {e | ∃ x : Fin n → ℝ, x ≠ 0 ∧ (∀ i, k ≤ i.val → x i = 0) ∧ rayleigh H x = e}

/-- The variational energy in the first `k` basis vectors, for `k ≥ 1` and `n ≥ 1`. -/
def energy (H : Matrix (Fin n) (Fin n) ℝ) (k : ℕ) : ℝ := sInf (trialValues H k)

/-- The absolute error of the reaction energy `E_B - E_A` at basis size `k`,
relative to the full basis of size `n`, for `k ≥ 1` and `n ≥ 1`. -/
def reactionError (HA HB : Matrix (Fin n) (Fin n) ℝ) (k : ℕ) : ℝ :=
  |(energy HB k - energy HA k) - (energy HB n - energy HA n)|
```

Finiteness keeps the infimum meaningful. Since \(x_i^2\) and \(x_j^2\) are at most \(x^Tx\), and \(2|x_ix_j|\le x_i^2+x_j^2\), we have \(|x_ix_j|\le x^Tx\). Hence

\[
x^THx\ge-\Big(\sum_{i,j}|H_{ij}|\Big)x^Tx .
\]

`trialValues_bddBelow` proves this entry by entry in `key`, then sums. Symmetry is not needed. In infinite dimension the bound can fail: diagonal levels \(0,-1,-2,\dots\) have no lowest energy.

```lean
/-- Each squared amplitude is at most the squared norm of the state. -/
theorem amplitude_le (x : Fin n → ℝ) (i : Fin n) : x i * x i ≤ x ⬝ᵥ x :=
  Finset.single_le_sum (f := fun j => x j * x j)
    (fun j _ => mul_self_nonneg (x j)) (Finset.mem_univ i)

private theorem self_pos {x : Fin n → ℝ} (hx : x ≠ 0) : 0 < x ⬝ᵥ x := by
  obtain ⟨i, hi⟩ := Function.ne_iff.mp hx
  have hi' : x i ≠ 0 := hi
  exact lt_of_lt_of_le (mul_self_pos.mpr hi') (amplitude_le x i)

/-- The Rayleigh quotients in any truncated basis are bounded below. -/
theorem trialValues_bddBelow (H : Matrix (Fin n) (Fin n) ℝ) (k : ℕ) :
    BddBelow (trialValues H k) := by
  refine ⟨-∑ i, ∑ j, |H i j|, ?_⟩
  rintro _ ⟨x, hx, _, rfl⟩
  unfold rayleigh
  rw [le_div_iff₀ (self_pos hx)]
  -- each matrix element contributes at least minus its modulus times the squared norm
  have key : ∀ i j, -(|H i j| * (x ⬝ᵥ x)) ≤ x i * (H i j * x j) := by
    intro i j
    have hi := amplitude_le x i
    have hj := amplitude_le x j
    have hij : |x i * x j| ≤ x ⬝ᵥ x :=
      abs_le.mpr ⟨by nlinarith [sq_nonneg (x i + x j)], by nlinarith [sq_nonneg (x i - x j)]⟩
    have h1 := mul_le_mul_of_nonneg_left hij (abs_nonneg (H i j))
    rw [← abs_mul] at h1
    have h2 := neg_abs_le (H i j * (x i * x j))
    have h3 : x i * (H i j * x j) = H i j * (x i * x j) := by ring
    linarith
  calc (-∑ i, ∑ j, |H i j|) * (x ⬝ᵥ x)
      = ∑ i, ∑ j, -(|H i j| * (x ⬝ᵥ x)) := by
        simp only [Finset.sum_neg_distrib, Finset.sum_mul, neg_mul]
    _ ≤ ∑ i, ∑ j, x i * (H i j * x j) :=
        Finset.sum_le_sum fun i _ => Finset.sum_le_sum fun j _ => key i j
    _ = x ⬝ᵥ H *ᵥ x := by
        simp only [dotProduct, Matrix.mulVec, Finset.mul_sum]
```

## Nonempty, nested trial spaces: \(1\le k\le m\)

Nesting means that enlarging the basis keeps every old function. Each trial state of size \(k\) is then a trial state of size \(m\), and an infimum over more states cannot be higher: \(E(m)\le E(k)\). In the proof, `csInf_le_csInf` needs the lower bound above, a trial state (\(e_0\), available because \(k\ge1\) and \(n\ge1\)), and the inclusion, which uses `hkm`.

Without nesting the conclusion can fail. For levels 0, 1, 1, replacing the basis \(\{e_0\}\) by the larger \(\{e_1,e_2\}\) raises the energy from 0 to 1. At \(k=0\) there are no states; Lean assigns the empty infimum the value 0, which would lie below the energy of the \(1\times1\) matrix \((1)\).

```lean
/-- Going from the first `k ≥ 1` basis vectors to the first `m ≥ k` never raises the variational
total energy. -/
theorem energy_antitone [NeZero n] (H : Matrix (Fin n) (Fin n) ℝ) {k m : ℕ}
    (hk : 1 ≤ k) (hkm : k ≤ m) : energy H m ≤ energy H k := by
  refine csInf_le_csInf (trialValues_bddBelow H m) ?_ ?_
  · -- the first basis vector is always an admissible trial state
    refine ⟨rayleigh H (Pi.single 0 1), Pi.single 0 1, ?_, ?_, rfl⟩
    · intro h
      have h0 := congrFun h 0
      simp at h0
    · intro i hi
      apply Pi.single_eq_of_ne
      rintro rfl
      simp at hi
      omega
  · rintro _ ⟨x, hx, hs, rfl⟩
    exact ⟨x, hx, fun i hi => hs i (hkm.trans hi), rfl⟩
```

For \(1\le k\le n\), the total errors \(\delta_A=E_A(k)-E_A(n)\) and \(\delta_B=E_B(k)-E_B(n)\) are therefore nonnegative, so

\[
-\delta_A\le\delta_B-\delta_A\le\delta_B,
\qquad |\delta_B-\delta_A|\le\max(\delta_A,\delta_B).
\]

The two calls to `energy_antitone` supply the signs. Beyond \(k=n\) the trial space no longer changes, and both sides vanish.

```lean
/-- The reaction energy error is at most the larger of the two total energy errors. -/
theorem reactionError_le_max [NeZero n] (HA HB : Matrix (Fin n) (Fin n) ℝ) {k : ℕ}
    (hk : 1 ≤ k) (hkn : k ≤ n) :
    reactionError HA HB k ≤ max (energy HA k - energy HA n) (energy HB k - energy HB n) := by
  have ha := energy_antitone HA hk hkn
  have hb := energy_antitone HB hk hkn
  have h1 := le_max_left (energy HA k - energy HA n) (energy HB k - energy HB n)
  have h2 := le_max_right (energy HA k - energy HA n) (energy HB k - energy HB n)
  exact abs_le.mpr ⟨by linarith, by linarith⟩
```

## A spectator level that is not too low: \(d\ge0\), with \(g\ge0\)

Now let the coupling be \(g\) and the level of the uncoupled state be \(d\), measured from the energy of \(e_0\).

```lean
/-- Species A: the first basis state couples to the second with strength `g`;
the third has energy `d`. -/
def specA (g d : ℝ) : Matrix (Fin 3) (Fin 3) ℝ := !![0, g, 0; g, 0, 0; 0, 0, d]

/-- Species B: the first basis state couples to the third with strength `g`;
the second has energy `d`. -/
def specB (g d : ℝ) : Matrix (Fin 3) (Fin 3) ℝ := !![0, 0, g; 0, d, 0; g, 0, 0]
```

An energy is fixed by a state that attains it and a matching lower bound on the trial space; `energy_eq` packages this.

```lean
private theorem energy_eq {H : Matrix (Fin n) (Fin n) ℝ} {k : ℕ} {E : ℝ} (x : Fin n → ℝ)
    (hx : x ≠ 0) (hs : ∀ i, k ≤ i.val → x i = 0) (hE : x ⬝ᵥ H *ᵥ x = E * (x ⬝ᵥ x))
    (hlow : ∀ y : Fin n → ℝ, (∀ i, k ≤ i.val → y i = 0) → E * (y ⬝ᵥ y) ≤ y ⬝ᵥ H *ᵥ y) :
    energy H k = E := by
  refine IsLeast.csInf_eq ⟨⟨x, hx, hs, ?_⟩, ?_⟩
  · rw [rayleigh, hE, mul_div_cancel_right₀ _ (self_pos hx).ne']
  · rintro _ ⟨y, hy, hys, rfl⟩
    exact (le_div_iff₀ (self_pos hy)).mpr (hlow y hys)
```

The quadratic forms are \(2gx_0x_1+dx_2^2\) for A and \(2gx_0x_2+dx_1^2\) for B.

```lean
private theorem norm3 (x : Fin 3 → ℝ) : x ⬝ᵥ x = x 0 ^ 2 + x 1 ^ 2 + x 2 ^ 2 := by
  simp only [dotProduct, Fin.sum_univ_three]
  ring

private theorem quadA (g d : ℝ) (x : Fin 3 → ℝ) :
    x ⬝ᵥ specA g d *ᵥ x = 2 * g * x 0 * x 1 + d * x 2 ^ 2 := by
  simp [specA, dotProduct, Matrix.mulVec, Fin.sum_univ_three]
  ring

private theorem quadB (g d : ℝ) (x : Fin 3 → ℝ) :
    x ⬝ᵥ specB g d *ᵥ x = 2 * g * x 0 * x 2 + d * x 1 ^ 2 := by
  simp [specB, dotProduct, Matrix.mulVec, Fin.sum_univ_three]
  ring
```

Completing squares gives

\[
\begin{aligned}
x^TH_Ax+g\,x^Tx&=g(x_0+x_1)^2+(g+d)x_2^2\ge0,\\
x^TH_Bx+g\,x^Tx&=g(x_0+x_2)^2+(g+d)x_1^2\ge0 .
\end{aligned}
\]

The states \((e_0-e_1)/\sqrt2\) and \((e_0-e_2)/\sqrt2\) attain \(-g\); Lean uses them unnormalised. Where the coupling partner is missing, the form reduces to \(d\) times a square, so \(e_0\) is optimal with energy 0. The `nlinarith` calls receive these squares as hints.

```lean
/-- The variational energies of species A in one, two and three basis vectors
are `0`, `-g`, `-g`. -/
theorem energy_specA {g d : ℝ} (hg : 0 ≤ g) (hd : 0 ≤ d) :
    energy (specA g d) 1 = 0 ∧ energy (specA g d) 2 = -g ∧ energy (specA g d) 3 = -g := by
  have low : ∀ y : Fin 3 → ℝ, -g * (y ⬝ᵥ y) ≤ y ⬝ᵥ specA g d *ᵥ y := by
    intro y
    rw [quadA, norm3]
    nlinarith [mul_nonneg hg (sq_nonneg (y 0 + y 1)), mul_nonneg hg (sq_nonneg (y 2)),
      mul_nonneg hd (sq_nonneg (y 2))]
  have val : ![1, -1, 0] ⬝ᵥ specA g d *ᵥ ![1, -1, 0]
      = -g * (![1, -1, 0] ⬝ᵥ ![1, -1, 0]) := by
    rw [quadA, norm3]
    show 2 * g * 1 * (-1) + d * 0 ^ 2 = -g * (1 ^ 2 + (-1) ^ 2 + 0 ^ 2)
    ring
  refine ⟨energy_eq ![1, 0, 0] (fun h => by simpa using congrFun h 0) ?_ ?_ ?_,
    energy_eq ![1, -1, 0] (fun h => by simpa using congrFun h 0) ?_ val fun y _ => low y,
    energy_eq ![1, -1, 0] (fun h => by simpa using congrFun h 0) ?_ val fun y _ => low y⟩
  · intro i hi
    fin_cases i <;> simp_all
  · rw [quadA, norm3]
    show 2 * g * 1 * 0 + d * 0 ^ 2 = 0 * (1 ^ 2 + 0 ^ 2 + 0 ^ 2)
    ring
  · intro y hy
    rw [quadA, norm3, hy 1 (by decide)]
    nlinarith [mul_nonneg hd (sq_nonneg (y 2))]
  · intro i hi
    fin_cases i <;> simp_all
  · intro i hi
    exact absurd i.isLt (by omega)

/-- The variational energies of species B in one, two and three basis vectors
are `0`, `0`, `-g`. -/
theorem energy_specB {g d : ℝ} (hg : 0 ≤ g) (hd : 0 ≤ d) :
    energy (specB g d) 1 = 0 ∧ energy (specB g d) 2 = 0 ∧ energy (specB g d) 3 = -g := by
  have val : ![1, 0, 0] ⬝ᵥ specB g d *ᵥ ![1, 0, 0]
      = 0 * (![1, 0, 0] ⬝ᵥ ![1, 0, 0]) := by
    rw [quadB, norm3]
    show 2 * g * 1 * 0 + d * 0 ^ 2 = 0 * (1 ^ 2 + 0 ^ 2 + 0 ^ 2)
    ring
  -- without the third basis vector the coupling is invisible
  have low : ∀ y : Fin 3 → ℝ, y 2 = 0 → 0 * (y ⬝ᵥ y) ≤ y ⬝ᵥ specB g d *ᵥ y := by
    intro y h2
    rw [quadB, h2]
    nlinarith [mul_nonneg hd (sq_nonneg (y 1))]
  refine ⟨energy_eq ![1, 0, 0] (fun h => by simpa using congrFun h 0) ?_ val
      fun y hy => low y (hy 2 (by decide)),
    energy_eq ![1, 0, 0] (fun h => by simpa using congrFun h 0) ?_ val
      fun y hy => low y (hy 2 (by decide)),
    energy_eq ![1, 0, -1] (fun h => by simpa using congrFun h 0) ?_ ?_ ?_⟩
  · intro i hi
    fin_cases i <;> simp_all
  · intro i hi
    fin_cases i <;> simp_all
  · intro i hi
    exact absurd i.isLt (by omega)
  · rw [quadB, norm3]
    show 2 * g * 1 * (-1) + d * 0 ^ 2 = -g * (1 ^ 2 + 0 ^ 2 + (-1) ^ 2)
    ring
  · intro y _
    rw [quadB, norm3]
    nlinarith [mul_nonneg hg (sq_nonneg (y 0 + y 2)), mul_nonneg hg (sq_nonneg (y 1)),
      mul_nonneg hd (sq_nonneg (y 1))]
```

Without \(d\ge0\) the effect can disappear. For \(g=1\), \(d=-1\), both species have energies \(0,-1,-1\), and every reaction error is zero. The sign of \(g\) is a convention: flipping the sign of a basis vector reverses it.

The errors follow by subtraction: \(0\), \(|0-(-g)|=g\), \(0\). At size two \(\delta_A=0\) and \(\delta_B=g\), so the general bound is attained.

```lean
/-- The reaction energy errors in one, two and three basis vectors are `0`, `g`, `0`, and at
size two the error equals the larger of the two total energy errors. -/
theorem reactionError_bump {g d : ℝ} (hg : 0 ≤ g) (hd : 0 ≤ d) :
    reactionError (specA g d) (specB g d) 1 = 0 ∧
    reactionError (specA g d) (specB g d) 2 = g ∧
    reactionError (specA g d) (specB g d) 3 = 0 ∧
    reactionError (specA g d) (specB g d) 2 =
      max (energy (specA g d) 2 - energy (specA g d) 3)
        (energy (specB g d) 2 - energy (specB g d) 3) := by
  obtain ⟨a1, a2, a3⟩ := energy_specA hg hd
  obtain ⟨b1, b2, b3⟩ := energy_specB hg hd
  have e2 : reactionError (specA g d) (specB g d) 2 = g := by
    rw [reactionError, a2, a3, b2, b3]
    have h : (0 - -g) - (-g - -g) = g := by ring
    rw [h, abs_of_nonneg hg]
  refine ⟨?_, e2, ?_, ?_⟩
  · rw [reactionError, a1, a3, b1, b3]
    simp
  · rw [reactionError, a3, b3]
    simp
  · rw [e2, a2, a3, b2, b3, sub_self, zero_sub, neg_neg, max_eq_right hg]
```

## Positive coupling: \(g>0\)

Strict positivity means that the missing basis vector carries real stabilisation. If the error were nonincreasing on sizes 1 to 3, sizes one and two would give \(g\le0\), a contradiction; `reactionError_not_antitone` does exactly this. At \(g=0\), still with \(d\ge0\), all errors vanish and there is no rise.

```lean
/-- For positive coupling `g` and `d ≥ 0`, the reaction energy error is not a nonincreasing function
of the basis size. -/
theorem reactionError_not_antitone {g d : ℝ} (hg : 0 < g) (hd : 0 ≤ d) :
    ¬ AntitoneOn (reactionError (specA g d) (specB g d)) (Set.Icc 1 3) := by
  intro h
  obtain ⟨e1, e2, _⟩ := reactionError_bump hg.le hd
  have h12 := h (a := 1) (b := 2) (by simp) (by simp) (by norm_num)
  rw [e1, e2] at h12
  linarith
```

The opening matrices are the case \(g=1\), \(d=5\). For basis-set studies in electronic structure, this three-state model shows that variational totals that never rise do not by themselves guarantee a steadily improving reaction energy.

```lean
/-- Two explicit Hamiltonians with total energies `0, -1, -1` and `0, 0, -1` in one, two and
three basis vectors, and reaction energy errors `0, 1, 0`. -/
theorem explicit_counterexample :
    let HA : Matrix (Fin 3) (Fin 3) ℝ := !![0, 1, 0; 1, 0, 0; 0, 0, 5]
    let HB : Matrix (Fin 3) (Fin 3) ℝ := !![0, 0, 1; 0, 5, 0; 1, 0, 0]
    (energy HA 1 = 0 ∧ energy HA 2 = -1 ∧ energy HA 3 = -1) ∧
    (energy HB 1 = 0 ∧ energy HB 2 = 0 ∧ energy HB 3 = -1) ∧
    reactionError HA HB 1 = 0 ∧ reactionError HA HB 2 = 1 ∧ reactionError HA HB 3 = 0 := by
  have h1 : (0 : ℝ) ≤ 1 := by norm_num
  have h5 : (0 : ℝ) ≤ 5 := by norm_num
  obtain ⟨e1, e2, e3, _⟩ := reactionError_bump h1 h5
  exact ⟨energy_specA h1 h5, energy_specB h1 h5, e1, e2, e3⟩

end

end ReactionEnergyConvergence
```

```lean
#print axioms ReactionEnergyConvergence.reactionError_le_max
#print axioms ReactionEnergyConvergence.reactionError_bump
#print axioms ReactionEnergyConvergence.reactionError_not_antitone
#print axioms ReactionEnergyConvergence.explicit_counterexample
```

```
'ReactionEnergyConvergence.reactionError_le_max' depends on axioms: [propext, Classical.choice, Quot.sound]
'ReactionEnergyConvergence.reactionError_bump' depends on axioms: [propext, Classical.choice, Quot.sound]
'ReactionEnergyConvergence.reactionError_not_antitone' depends on axioms: [propext, Classical.choice, Quot.sound]
'ReactionEnergyConvergence.explicit_counterexample' depends on axioms: [propext, Classical.choice, Quot.sound]
```
